# Positivity conditions that make two ring-CCD solutions equal

A ring-CCD solver can drive its residual to zero and still deliver the wrong amplitudes. The equation is quadratic, so it can have several solutions, and a vanishing residual does not tell them apart. The problems below derive positivity conditions under which two solutions must agree.

Let A and B be real square matrices indexed by a finite set n, for instance of particle-hole excitations. In ring-CCD they are the matrices of the random phase approximation (RPA): A acts among the excitations, and B couples them to de-excitations. Both matrices stay fixed while the amplitude matrix T varies. The residual is

R(T) = B + AT + TA + TBT,

and T is a solution when R(T) = 0. In Lean the matrices have type `Matrix n n ℝ`, and R(T) is `residual A B T`. No symmetry is assumed unless stated. Complex matrices and the CCD terms beyond this equation are not treated, nor is the existence of a solution.

```lean
import Mathlib

open Matrix

namespace RingCCDUniqueness

variable {n : Type*} [Fintype n]

/-- The ring-CCD residual `B + AT + TA + TBT` of an amplitude matrix `T`. -/
def residual (A B T : Matrix n n ℝ) : Matrix n n ℝ :=
  B + A * T + T * A + T * B * T
```

Matrices are compared by the Frobenius pairing ⟨X, Y⟩ = Σᵢⱼ Xᵢⱼ Yᵢⱼ, with ‖X‖² = ⟨X, X⟩.

```lean
/-- The Frobenius pairing of two real matrices, the sum of products of their entries. -/
def frob (X Y : Matrix n n ℝ) : ℝ := ∑ i, ∑ j, X i j * Y i j
```

In (a), (d) and (f), D = T₁ − T₂, while in (b) and (c) D is any square matrix. Lean writes v·w as `v ⬝ᵥ w` and Mv as `M *ᵥ v`.

## (a) The difference of two residuals

**Task.** For any T₁ and T₂, show that

R(T₁) − R(T₂) = (A + T₁B)D + D(A + BT₂).

**Solution.** The constant B cancels, and the linear terms give AD + DA. In the quadratic term, add and subtract T₁BT₂:

T₁BT₁ − T₂BT₂ = T₁B(T₁ − T₂) + (T₁ − T₂)BT₂ = T₁BD + DBT₂.

Collecting the factors to the left and right of D gives the claim. Lean expands both sides and lets `abel` cancel terms.

```lean
/-- The difference of two ring-CCD residuals is a Sylvester expression, linear in the
difference of the amplitudes once the two effective matrices are formed. -/
theorem residual_sub (A B T₁ T₂ : Matrix n n ℝ) :
    residual A B T₁ - residual A B T₂ =
      (A + T₁ * B) * (T₁ - T₂) + (T₁ - T₂) * (A + B * T₂) := by
  simp only [residual, Matrix.add_mul, Matrix.mul_add, Matrix.sub_mul, Matrix.mul_sub,
    Matrix.mul_assoc]
  abel
```

## (b) Columns and rows in the Frobenius pairing

**Task.** Let dⱼ be column j of D and rᵢ its row i. For any square M, N and D, show that

⟨D, MD + DN⟩ = Σⱼ dⱼ·(M dⱼ) + Σᵢ rᵢ·(N rᵢ).

**Solution.** Write out the two products and reorder the finite sums:

Σᵢⱼ Dᵢⱼ Σₖ Mᵢₖ Dₖⱼ = Σⱼ Σᵢ Dᵢⱼ (M dⱼ)ᵢ = Σⱼ dⱼ·(M dⱼ)

Σᵢⱼ Dᵢⱼ Σₖ Dᵢₖ Nₖⱼ = Σᵢ Σₖ Dᵢₖ (N rᵢ)ₖ = Σᵢ rᵢ·(N rᵢ)

The reorderings are the uses of `Finset.sum_comm`.

```lean
/-- Pairing `D` with `MD + DN` gives the quadratic form of `M` summed over the columns of `D`
plus the quadratic form of `N` summed over the rows of `D`. -/
theorem frob_sylvester (M N D : Matrix n n ℝ) :
    frob D (M * D + D * N) =
      ∑ j, (fun i => D i j) ⬝ᵥ (M *ᵥ (fun i => D i j)) + ∑ i, D i ⬝ᵥ (N *ᵥ D i) := by
  simp only [frob, Matrix.add_apply, mul_add, Finset.sum_add_distrib, Matrix.mul_apply,
    Matrix.mulVec, dotProduct]
  congr 1
  · exact Finset.sum_comm
  · refine Finset.sum_congr rfl fun i _ => ?_
    simp only [Finset.mul_sum]
    rw [Finset.sum_comm]
    refine Finset.sum_congr rfl fun k _ => Finset.sum_congr rfl fun j _ => ?_
    ring
```

## (c) A Sylvester equation with only the zero solution

**Task.** Suppose v·(Mv) > 0 for every nonzero v, and v·(Nv) ≥ 0 for every v. Show that

MD + DN = 0 implies D = 0.

**Solution.** By (b), the column sum and the row sum add up to zero. Both are nonnegative, so the column sum vanishes, and with it every term dⱼ·(M dⱼ). A nonzero dⱼ would make its term positive. Hence every column is zero. In the code, `hsum` is the vanishing column sum and `hall` its term-by-term form.

```lean
/-- The Sylvester equation `MD + DN = 0` has only the solution `D = 0` when the quadratic form
of `M` is positive on nonzero vectors and that of `N` is nonnegative. -/
theorem sylvester_eq_zero {M N D : Matrix n n ℝ}
    (hM : ∀ v : n → ℝ, v ≠ 0 → 0 < v ⬝ᵥ (M *ᵥ v))
    (hN : ∀ v : n → ℝ, 0 ≤ v ⬝ᵥ (N *ᵥ v))
    (h : M * D + D * N = 0) : D = 0 := by
  have key := frob_sylvester M N D
  have hz : frob D 0 = 0 := by simp [frob]
  rw [h, hz] at key
  have hM' : ∀ v : n → ℝ, 0 ≤ v ⬝ᵥ (M *ᵥ v) := by
    intro v
    by_cases hv : v = 0
    · simp [hv]
    · exact (hM v hv).le
  have hcols : ∀ j ∈ Finset.univ, 0 ≤ (fun i => D i j) ⬝ᵥ (M *ᵥ (fun i => D i j)) :=
    fun j _ => hM' _
  have hrows : 0 ≤ ∑ i, D i ⬝ᵥ (N *ᵥ D i) := Finset.sum_nonneg fun i _ => hN _
  -- two nonnegative sums add up to zero, so the column sum vanishes term by term
  have hsum : ∑ j, (fun i => D i j) ⬝ᵥ (M *ᵥ (fun i => D i j)) = 0 :=
    le_antisymm (by linarith) (Finset.sum_nonneg hcols)
  have hall := (Finset.sum_eq_zero_iff_of_nonneg hcols).1 hsum
  ext i j
  have hcol : (fun i => D i j) = 0 := by
    by_contra hne
    exact (hM _ hne).ne' (hall j (Finset.mem_univ j))
  exact congrFun hcol i
```

## (d) Uniqueness of the amplitudes

**Task.** Let R(T₁) = R(T₂) = 0. Suppose v·(A + T₁B)v > 0 for every nonzero v, and v·(A + BT₂)v ≥ 0 for every v. Show that

T₁ = T₂.

**Solution.** The left side of (a) is zero, so (c) applies with M = A + T₁B and N = A + BT₂, and D = 0.

The positivity hypotheses are related to the signs of the RPA excitation energies. Let the columns of the real square matrices X and Y hold RPA eigenvectors, so that AX + BY = Xω and BX + AY = −Yω with a diagonal matrix ω of real excitation energies. If X is invertible, then T = YX⁻¹ is a solution and A + BT = XωX⁻¹, so a positive quadratic form of A + BT makes these energies positive. The converse fails: A + BT need not be symmetric, and it can have positive eigenvalues while its quadratic form takes negative values. A positive quadratic form is thus a stricter demand than positive energies.

```lean
/-- Uniqueness of ring-CCD amplitudes: two solutions of the Riccati equation coincide if the
quadratic form of `A + T₁B` is positive on nonzero vectors and that of `A + BT₂` is
nonnegative. -/
theorem amplitudes_unique {A B T₁ T₂ : Matrix n n ℝ}
    (h₁ : residual A B T₁ = 0) (h₂ : residual A B T₂ = 0)
    (hM : ∀ v : n → ℝ, v ≠ 0 → 0 < v ⬝ᵥ ((A + T₁ * B) *ᵥ v))
    (hN : ∀ v : n → ℝ, 0 ≤ v ⬝ᵥ ((A + B * T₂) *ᵥ v)) : T₁ = T₂ := by
  have h := residual_sub A B T₁ T₂
  rw [h₁, h₂, sub_zero] at h
  exact sub_eq_zero.1 (sylvester_eq_zero hM hN h.symm)
```

## (e) Symmetric matrices

**Task.** Let A, B and T₁ be symmetric and R(T₁) = R(T₂) = 0. Suppose v·(A + BT₁)v > 0 for every nonzero v, and v·(A + BT₂)v ≥ 0 for every v. Show again that

T₁ = T₂.

**Solution.** Symmetry gives (A + BT₁)ᵀ = A + T₁B. A matrix and its transpose have the same quadratic form, so (d) applies. T₂ need not be symmetric.

```lean
/-- For symmetric `A`, `B` and `T₁`, two ring-CCD solutions `T₁` and `T₂` coincide if the
quadratic form of `A + BT₁` is positive on nonzero vectors and that of `A + BT₂` is
nonnegative. -/
theorem symmetric_amplitudes_unique {A B T₁ T₂ : Matrix n n ℝ}
    (hA : Aᵀ = A) (hB : Bᵀ = B) (hT₁ : T₁ᵀ = T₁)
    (h₁ : residual A B T₁ = 0) (h₂ : residual A B T₂ = 0)
    (hM : ∀ v : n → ℝ, v ≠ 0 → 0 < v ⬝ᵥ ((A + B * T₁) *ᵥ v))
    (hN : ∀ v : n → ℝ, 0 ≤ v ⬝ᵥ ((A + B * T₂) *ᵥ v)) : T₁ = T₂ := by
  refine amplitudes_unique h₁ h₂ (fun v hv => ?_) hN
  -- a matrix and its transpose have the same quadratic form
  have ht : A + T₁ * B = (A + B * T₁)ᵀ := by
    rw [Matrix.transpose_add, Matrix.transpose_mul, hA, hB, hT₁]
  rw [ht, Matrix.mulVec_transpose, dotProduct_comm, ← Matrix.dotProduct_mulVec]
  exact hM v hv
```

## (f) From residual to amplitude error

**Task.** T₁ and T₂ need not be solutions now. Suppose v·(A + T₁B)v ≥ m v·v and v·(A + BT₂)v ≥ k v·v for every v, with m + k ≥ 0. Show that

(m + k)² ‖T₁ − T₂‖² ≤ ‖R(T₁) − R(T₂)‖².

**Solution.** Put c = m + k and Δ = R(T₁) − R(T₂). Parts (a) and (b) give c‖D‖² ≤ ⟨D, Δ⟩. Since c ≥ 0,

0 ≤ ‖Δ − cD‖² = ‖Δ‖² − 2c⟨D, Δ⟩ + c²‖D‖² ≤ ‖Δ‖² − c²‖D‖².

In the code these steps are `hP`, `hsq` and the final `nlinarith`. If T₂ is a solution and c > 0, the residual of unconverged ring-CCD amplitudes T₁ bounds their error, provided that a lower bound k is known for the form containing T₂.

```lean
/-- Error estimate for amplitudes: if the quadratic forms of `A + T₁B` and `A + BT₂` are bounded
below by `m` and `k` times the squared length, with `m + k ≥ 0`, then `(m + k)²` times the squared
Frobenius distance of the amplitudes is at most that of their residuals. -/
theorem amplitude_error_bound {A B T₁ T₂ : Matrix n n ℝ} {m k : ℝ} (hmk : 0 ≤ m + k)
    (hM : ∀ v : n → ℝ, m * (v ⬝ᵥ v) ≤ v ⬝ᵥ ((A + T₁ * B) *ᵥ v))
    (hN : ∀ v : n → ℝ, k * (v ⬝ᵥ v) ≤ v ⬝ᵥ ((A + B * T₂) *ᵥ v)) :
    (m + k) ^ 2 * frob (T₁ - T₂) (T₁ - T₂) ≤
      frob (residual A B T₁ - residual A B T₂) (residual A B T₁ - residual A B T₂) := by
  have key := frob_sylvester (A + T₁ * B) (A + B * T₂) (T₁ - T₂)
  rw [← residual_sub] at key
  generalize residual A B T₁ - residual A B T₂ = R at key ⊢
  generalize T₁ - T₂ = D at key ⊢
  have hc : m * frob D D ≤
      ∑ j, (fun i => D i j) ⬝ᵥ ((A + T₁ * B) *ᵥ (fun i => D i j)) := by
    have e : frob D D = ∑ j, (fun i => D i j) ⬝ᵥ (fun i => D i j) := Finset.sum_comm
    rw [e, Finset.mul_sum]
    exact Finset.sum_le_sum fun j _ => hM _
  have hr : k * frob D D ≤ ∑ i, D i ⬝ᵥ ((A + B * T₂) *ᵥ D i) := by
    have e : frob D D = ∑ i, D i ⬝ᵥ D i := rfl
    rw [e, Finset.mul_sum]
    exact Finset.sum_le_sum fun i _ => hN _
  have hP : (m + k) * frob D D ≤ frob D R := by linarith
  -- expand the nonnegative squared norm of `R - (m + k) D`
  have hsq : ∑ i, ∑ j, (R i j - (m + k) * D i j) ^ 2 =
      frob R R - 2 * (m + k) * frob D R + (m + k) ^ 2 * frob D D := by
    simp only [frob, Finset.mul_sum, ← Finset.sum_add_distrib, ← Finset.sum_sub_distrib]
    refine Finset.sum_congr rfl fun i _ => Finset.sum_congr rfl fun j _ => ?_
    ring
  have h0 : 0 ≤ ∑ i, ∑ j, (R i j - (m + k) * D i j) ^ 2 :=
    Finset.sum_nonneg fun i _ => Finset.sum_nonneg fun j _ => sq_nonneg _
  have h1 := mul_le_mul_of_nonneg_left hP hmk
  nlinarith [h0, h1, hsq]
```

## (g) Two solutions of one model

**Task.** Let σ be the 2×2 matrix that swaps the two components, and take A = 5·1, B = 4σ, T = −σ/2 and S = −2σ. Show that R(T) = R(S) = 0 and that, for every nonzero v,

v·(A + TB)v > 0, v·(A + BT)v > 0, v·(A + BS)v < 0.

**Solution.** Since σ² = 1,

R(tσ) = (4 + 10t + 4t²)σ = 2(2t + 1)(t + 2)σ,

which vanishes at t = −1/2 and t = −2. The matrices A + TB and A + BT both equal 3·1, while A + BS = −3·1, which fixes the signs. With T₁ = T and T₂ = S, only the condition on A + BT₂ in (d) fails, and the solutions differ. Lean checks the matrices entry by entry.

```lean
/-- Two coupled excitations with `A = 5` on the diagonal and `B = 4` off it have a ring-CCD
solution with off-diagonal amplitude `-1/2` and positive quadratic forms, and another with
amplitude `-2` and a negative form. -/
theorem two_solutions_witness :
    let A : Matrix (Fin 2) (Fin 2) ℝ := !![5, 0; 0, 5]
    let B : Matrix (Fin 2) (Fin 2) ℝ := !![0, 4; 4, 0]
    let T : Matrix (Fin 2) (Fin 2) ℝ := !![0, -1/2; -1/2, 0]
    let S : Matrix (Fin 2) (Fin 2) ℝ := !![0, -2; -2, 0]
    residual A B T = 0 ∧ residual A B S = 0 ∧
      (∀ v : Fin 2 → ℝ, v ≠ 0 → 0 < v ⬝ᵥ ((A + T * B) *ᵥ v)) ∧
      (∀ v : Fin 2 → ℝ, v ≠ 0 → 0 < v ⬝ᵥ ((A + B * T) *ᵥ v)) ∧
      (∀ v : Fin 2 → ℝ, v ≠ 0 → v ⬝ᵥ ((A + B * S) *ᵥ v) < 0) := by
  intro A B T S
  have hpos : ∀ v : Fin 2 → ℝ, v ≠ 0 → 0 < v 0 ^ 2 + v 1 ^ 2 := by
    intro v hv
    by_contra hn
    have h0 : v 0 ^ 2 = 0 := by linarith [sq_nonneg (v 0), sq_nonneg (v 1)]
    have h1 : v 1 ^ 2 = 0 := by linarith [sq_nonneg (v 0), sq_nonneg (v 1)]
    apply hv
    funext i
    fin_cases i
    · exact pow_eq_zero_iff two_ne_zero |>.1 h0
    · exact pow_eq_zero_iff two_ne_zero |>.1 h1
  have hform : ∀ (c : ℝ) (v : Fin 2 → ℝ),
      v ⬝ᵥ (!![c, 0; 0, c] *ᵥ v) = c * (v 0 ^ 2 + v 1 ^ 2) := by
    intro c v
    simp [Matrix.mulVec, dotProduct, Fin.sum_univ_two]
    ring
  -- the effective matrices are multiples of the identity
  have e₁ : A + T * B = !![3, 0; 0, 3] := by
    ext i j
    fin_cases i <;> fin_cases j <;> simp [A, B, T] <;> norm_num
  have e₂ : A + B * T = !![3, 0; 0, 3] := by
    ext i j
    fin_cases i <;> fin_cases j <;> simp [A, B, T] <;> norm_num
  have e₃ : A + B * S = !![-3, 0; 0, -3] := by
    ext i j
    fin_cases i <;> fin_cases j <;>
      simp [A, B, S] <;> norm_num
  refine ⟨?_, ?_, fun v hv => ?_, fun v hv => ?_, fun v hv => ?_⟩
  · ext i j
    fin_cases i <;> fin_cases j <;>
      simp [residual, A, B, T] <;> norm_num
  · ext i j
    fin_cases i <;> fin_cases j <;>
      simp [residual, A, B, S] <;> norm_num
  · rw [e₁, hform]
    linarith [hpos v hv]
  · rw [e₂, hform]
    linarith [hpos v hv]
  · rw [e₃, hform]
    linarith [hpos v hv]

end RingCCDUniqueness
```

```lean
#print axioms RingCCDUniqueness.symmetric_amplitudes_unique
#print axioms RingCCDUniqueness.amplitude_error_bound
```

```
'RingCCDUniqueness.symmetric_amplitudes_unique' depends on axioms: [propext, Classical.choice, Quot.sound]
'RingCCDUniqueness.amplitude_error_bound' depends on axioms: [propext, Classical.choice, Quot.sound]
```
